# Euler time stepping overestimates the long-time charge variance of a thermopotentiostat with constant capacitance

Let an electrode of constant capacitance C > 0 be held at voltage V by a thermopotentiostat at thermal energy T > 0, with Boltzmann's constant absorbed into T. The charge relaxes towards CV at a rate proportional to its deviation from CV and is driven by white thermal noise. Let h be the time step in units of the relaxation time of the charge. From any initial charge distribution with finite second moment, the charge variance after many steps behaves as follows:

exact update, h > 0: variance → TC

Euler update, 0 < h < 2: variance → TC/(1 − h/2) > TC

Euler update, h ≥ 2: variance → ∞

When a thermopotentiostat samples the full thermal fluctuations of the charge at constant voltage, the capacitance can be read off from them as variance/T. For this linear electrode, whose charge is not coupled to moving atoms, the Euler update with h < 2 would therefore overestimate C by the factor 1/(1 − h/2), an excess of about 5 % at h = 0.1.

```lean
import Mathlib

open ProbabilityTheory MeasureTheory Filter Topology

namespace Thermopotentiostat

noncomputable section
```

## Two updates for one relaxation law

The electrode charge q relaxes towards CV and is driven by thermal noise. With time t in units of the relaxation time and W a Wiener process,

dq = −(q − CV) dt + √(2TC) dW.

Solving this linear equation over a time h multiplies the deviation q − CV by exp(−h) and adds Gaussian noise of variance

2TC ∫₀ʰ exp(−2(h − s)) ds = TC(1 − exp(−2h)).

With a standard Gaussian number ξ, the new charge q′ is therefore

q′ = CV + exp(−h)(q − CV) + √(TC(1 − exp(−2h))) ξ.

The code takes this rule as a definition; the stochastic differential equation itself does not appear there.

```lean
/-- Exact update of the electrode charge `q` over a time step `h` (in units of the relaxation
time), at thermal energy `T`, capacitance `C`, applied voltage `V` and with random number `ξ`. -/
def exactStep (T C V h q ξ : ℝ) : ℝ :=
  C * V + Real.exp (-h) * (q - C * V) + √(T * C * (1 - Real.exp (-2 * h))) * ξ
```

The Euler update freezes the restoring term at its value at the start of the step:

q′ = q − h(q − CV) + √(2hTC) ξ.

The noise strength √(2TC) encodes the balance between fluctuation and dissipation that makes TC the equilibrium variance in continuous time.

```lean
/-- Euler update of the electrode charge for the same relaxation and noise. -/
def eulerStep (T C V h q ξ : ℝ) : ℝ :=
  q - h * (q - C * V) + √(2 * h * T * C) * ξ
```

## The distribution of the charge

The variance belongs to a probability distribution, so the update has to act on distributions. If the charge has law μ before the step and ξ is drawn independently, the pair (q, ξ) has the product of μ and the standard Gaussian law. The law of q′ is the image of this product under the update rule. In `nextLaw`, `μ.prod (gaussianReal 0 1)` is the joint law and `map` takes the image.

```lean
/-- The law of the charge after one update with a fresh, independent standard Gaussian number,
when the charge before the update has law `μ`. -/
def nextLaw (step : ℝ → ℝ → ℝ) (μ : Measure ℝ) : Measure ℝ :=
  (μ.prod (gaussianReal 0 1)).map (fun p => step p.1 p.2)
```

Repeating this gives the law after n steps, with fresh noise each time. The initial law is the case n = 0.

```lean
/-- The law of the charge after `n` updates, starting from the law `μ`. -/
def chargeLaw (step : ℝ → ℝ → ℝ) (μ : Measure ℝ) : ℕ → Measure ℝ
  | 0 => μ
  | n + 1 => nextLaw step (chargeLaw step μ n)
```

Write v_n for the variance of the charge after n steps. In Lean it is the variance of the identity function `id` under the n-th law.

```lean
/-- The variance of the electrode charge after `n` updates, starting from the law `μ`. -/
def chargeVariance (step : ℝ → ℝ → ℝ) (μ : Measure ℝ) (n : ℕ) : ℝ :=
  variance id (chargeLaw step μ n)
```

## What one noisy linear step does to the variance

Both updates have the form q′ = aq + bξ + c with constants a, b and c. If q has mean m and variance v, then q′ has mean am + c, and

q′ − (am + c) = a(q − m) + bξ.

Squaring and averaging gives

v′ = a²v + 2ab⟨(q − m)ξ⟩ + b² = a²v + b²,

because ξ is independent of q and has mean 0 and variance 1. The second moment also stays finite, since q′ is a sum of square-integrable terms.

In the theorem, `MemLp id 2 μ` says that the charge has a finite second moment under μ. A sharply defined initial charge, with variance 0, is allowed. The facts `h1` and `h2` carry square-integrability over to the joint law, `hi` is the independence of the two terms, and `v1` and `v2` say that q and ξ, taken as the two coordinates of the pair, have the same variances under the joint law as under their own laws. In the final calculation `variance_add_const` removes c, `hi.variance_add` makes the cross term vanish, and `variance_const_mul` produces the squares.

```lean
/-- An update `a q + b ξ + c` of a charge with finite second moment gives again a probability
law with finite second moment, and turns the variance `v` into `a² v + b²`. -/
theorem nextLaw_affine {step : ℝ → ℝ → ℝ} {a b c : ℝ}
    (hs : ∀ q ξ, step q ξ = a * q + b * ξ + c)
    (μ : Measure ℝ) [IsProbabilityMeasure μ] (hμ : MemLp id 2 μ) :
    IsProbabilityMeasure (nextLaw step μ) ∧ MemLp id 2 (nextLaw step μ) ∧
      variance id (nextLaw step μ) = a ^ 2 * variance id μ + b ^ 2 := by
  have hfun : (fun p : ℝ × ℝ => step p.1 p.2) = fun p => a * p.1 + b * p.2 + c := by
    funext p
    exact hs _ _
  have hm : Measurable (fun p : ℝ × ℝ => a * p.1 + b * p.2 + c) := by fun_prop
  have hg : MemLp id 2 (gaussianReal 0 1) := by
    exact_mod_cast memLp_id_gaussianReal (μ := 0) (v := 1) 2
  -- charge and noise as square-integrable variables on the product space
  have h1 : MemLp (fun p : ℝ × ℝ => p.1) 2 (μ.prod (gaussianReal 0 1)) :=
    hμ.comp_measurePreserving measurePreserving_fst
  have h2 : MemLp (fun p : ℝ × ℝ => p.2) 2 (μ.prod (gaussianReal 0 1)) :=
    hg.comp_measurePreserving measurePreserving_snd
  have ha := h1.const_mul a
  have hb := h2.const_mul b
  have hi : IndepFun (fun p : ℝ × ℝ => a * p.1) (fun p : ℝ × ℝ => b * p.2)
      (μ.prod (gaussianReal 0 1)) :=
    indepFun_prod (X := fun x : ℝ => a * x) (Y := fun x : ℝ => b * x)
      (by fun_prop) (by fun_prop)
  have v1 : variance (fun p : ℝ × ℝ => p.1) (μ.prod (gaussianReal 0 1)) = variance id μ := by
    have h := variance_map (X := id) (μ := μ.prod (gaussianReal 0 1)) (Y := Prod.fst)
      aemeasurable_id measurable_fst.aemeasurable
    rw [measurePreserving_fst.map_eq] at h
    exact h.symm
  have v2 : variance (fun p : ℝ × ℝ => p.2) (μ.prod (gaussianReal 0 1))
      = variance id (gaussianReal 0 1) := by
    have h := variance_map (X := id) (μ := μ.prod (gaussianReal 0 1)) (Y := Prod.snd)
      aemeasurable_id measurable_snd.aemeasurable
    rw [measurePreserving_snd.map_eq] at h
    exact h.symm
  unfold nextLaw
  rw [hfun]
  refine ⟨Measure.isProbabilityMeasure_map hm.aemeasurable,
    (memLp_map_measure_iff aestronglyMeasurable_id hm.aemeasurable).2
      ((ha.add hb).add (memLp_const c)), ?_⟩
  rw [variance_map aemeasurable_id hm.aemeasurable]
  -- the constant drops out and the variances of independent terms add
  calc variance (id ∘ fun p : ℝ × ℝ => a * p.1 + b * p.2 + c) (μ.prod (gaussianReal 0 1))
      = variance ((fun p : ℝ × ℝ => a * p.1) + fun p : ℝ × ℝ => b * p.2)
          (μ.prod (gaussianReal 0 1)) := variance_add_const (ha.add hb).1 c
    _ = a ^ 2 * variance id μ + b ^ 2 := by
        rw [hi.variance_add ha hb, variance_const_mul, variance_const_mul, v1, v2,
          variance_id_gaussianReal]
        simp
```

The new law again satisfies the assumptions made on the old one, so the step can be repeated indefinitely:

v_(n+1) = a²v_n + b².

The induction called `reg` carries normalisation and the finite second moment through all steps.

```lean
/-- Under repeated updates `a q + b ξ + c`, from an initial law with finite second moment, the
charge variance obeys `v (n+1) = a² v n + b²`. -/
theorem chargeVariance_succ {step : ℝ → ℝ → ℝ} {a b c : ℝ}
    (hs : ∀ q ξ, step q ξ = a * q + b * ξ + c)
    (μ : Measure ℝ) [IsProbabilityMeasure μ] (hμ : MemLp id 2 μ) (n : ℕ) :
    chargeVariance step μ (n + 1) = a ^ 2 * chargeVariance step μ n + b ^ 2 := by
  have reg : ∀ k, IsProbabilityMeasure (chargeLaw step μ k) ∧
      MemLp id 2 (chargeLaw step μ k) := by
    intro k
    induction k with
    | zero => exact ⟨inferInstanceAs (IsProbabilityMeasure μ), hμ⟩
    | succ k ih =>
      have := ih.1
      have h := nextLaw_affine hs (chargeLaw step μ k) ih.2
      exact ⟨h.1, h.2.1⟩
  have := (reg n).1
  exact (nextLaw_affine hs (chargeLaw step μ n) (reg n).2).2.2
```

## The two variance recursions

Collecting terms in the exact update gives

a = exp(−h), b² = TC(1 − exp(−2h)), c = CV(1 − exp(−h)).

Since a² = exp(−2h),

v_(n+1) = exp(−2h) v_n + (1 − exp(−2h)) TC.

The voltage enters only through c and has no effect on the variance. The sign conditions on T, C and h ensure that the number under the square root is nonnegative, so that squaring the noise amplitude returns it.

```lean
/-- The exact update gives the recursion `v (n+1) = exp(-2h) v n + (1 - exp(-2h)) T C`, for
nonnegative `T`, `C`, `h` and an initial law with finite second moment. -/
theorem exact_recursion {T C h : ℝ} (V : ℝ) (hT : 0 ≤ T) (hC : 0 ≤ C) (hh : 0 ≤ h)
    (μ : Measure ℝ) [IsProbabilityMeasure μ] (hμ : MemLp id 2 μ) (n : ℕ) :
    chargeVariance (exactStep T C V h) μ (n + 1) =
      Real.exp (-2 * h) * chargeVariance (exactStep T C V h) μ n
        + (1 - Real.exp (-2 * h)) * (T * C) := by
  have hs : ∀ q ξ, exactStep T C V h q ξ = Real.exp (-h) * q
      + √(T * C * (1 - Real.exp (-2 * h))) * ξ + C * V * (1 - Real.exp (-h)) := by
    intro q ξ
    unfold exactStep
    ring
  have he : Real.exp (-h) ^ 2 = Real.exp (-2 * h) := by
    rw [pow_two, ← Real.exp_add]
    congr 1
    ring
  have h1 : Real.exp (-2 * h) ≤ 1 := Real.exp_le_one_iff.2 (by linarith)
  rw [chargeVariance_succ hs μ hμ n, he,
    Real.sq_sqrt (mul_nonneg (mul_nonneg hT hC) (sub_nonneg.2 h1))]
  ring
```

For the Euler update,

a = 1 − h, b² = 2hTC, c = hCV,

and hence

v_(n+1) = (1 − h)² v_n + 2hTC.

```lean
/-- The Euler update gives the recursion `v (n+1) = (1 - h)² v n + 2 h T C`, for nonnegative
`T`, `C`, `h` and an initial law with finite second moment. -/
theorem euler_recursion {T C h : ℝ} (V : ℝ) (hT : 0 ≤ T) (hC : 0 ≤ C) (hh : 0 ≤ h)
    (μ : Measure ℝ) [IsProbabilityMeasure μ] (hμ : MemLp id 2 μ) (n : ℕ) :
    chargeVariance (eulerStep T C V h) μ (n + 1) =
      (1 - h) ^ 2 * chargeVariance (eulerStep T C V h) μ n + 2 * h * T * C := by
  have hs : ∀ q ξ, eulerStep T C V h q ξ =
      (1 - h) * q + √(2 * h * T * C) * ξ + h * (C * V) := by
    intro q ξ
    unfold eulerStep
    ring
  rw [chargeVariance_succ hs μ hμ n, Real.sq_sqrt (by positivity)]
```

## Geometric relaxation of the variance

Suppose that v_(n+1) = r v_n + (1 − r)L with 0 ≤ r < 1. Subtracting L from both sides gives

v_(n+1) − L = r(v_n − L),

so that

v_n = L + rⁿ(v_0 − L).

The second term tends to zero and v_n tends to L. In Lean, `closed` is this formula, proved by induction, and the limit follows from the convergence of rⁿ to zero.

```lean
/-- A sequence with `v (n+1) = r v n + (1 - r) L` and `0 ≤ r < 1` converges to `L`. -/
theorem relaxation_tendsto {v : ℕ → ℝ} {r L : ℝ} (h0 : 0 ≤ r) (h1 : r < 1)
    (hv : ∀ n, v (n + 1) = r * v n + (1 - r) * L) : Tendsto v atTop (𝓝 L) := by
  -- the deviation from the limit shrinks by the factor r in each step
  have closed : ∀ n, v n = L + r ^ n * (v 0 - L) := by
    intro n
    induction n with
    | zero => simp
    | succ n ih =>
      rw [hv, ih]
      ring
  have h := ((tendsto_pow_atTop_nhds_zero_of_lt_one h0 h1).mul_const (v 0 - L)).const_add L
  rw [zero_mul, add_zero] at h
  exact h.congr (fun n => (closed n).symm)
```

The exact recursion already has this form, with r = exp(−2h) < 1 for h > 0 and L = TC. The step size sets the factor by which the deviation from TC shrinks in each step, but not the limit.

```lean
/-- With the exact update and any step `h > 0`, the charge variance converges to `T C` from
every initial law with finite second moment, for nonnegative `T` and `C`. -/
theorem exact_variance_tendsto {T C h : ℝ} (V : ℝ) (hT : 0 ≤ T) (hC : 0 ≤ C) (hh : 0 < h)
    (μ : Measure ℝ) [IsProbabilityMeasure μ] (hμ : MemLp id 2 μ) :
    Tendsto (chargeVariance (exactStep T C V h) μ) atTop (𝓝 (T * C)) :=
  relaxation_tendsto (Real.exp_pos _).le (Real.exp_lt_one_iff.2 (by linarith))
    (exact_recursion V hT hC hh.le μ hμ)
```

For the Euler recursion r = (1 − h)², which is below 1 exactly when 0 < h < 2. The limit must reproduce itself under one step:

L = (1 − h)²L + 2hTC.

Since 1 − (1 − h)² = 2h(1 − h/2), this gives

2h(1 − h/2) L = 2hTC, hence L = TC/(1 − h/2).

The denominator lies strictly between 0 and 1, so L > TC. The theorem states the limit and the strict inequality together. Its auxiliary identity `key` is L(1 − h/2) = TC, and `linear_combination` uses it to bring the Euler recursion into the relaxation form.

```lean
/-- With the Euler update and `0 < h < 2`, the charge variance converges to `T C / (1 - h/2)`,
which is strictly larger than `T C`, for positive `T` and `C` and every initial law with
finite second moment. -/
theorem euler_variance_tendsto {T C h : ℝ} (V : ℝ) (hT : 0 < T) (hC : 0 < C)
    (hh : 0 < h) (h2 : h < 2) (μ : Measure ℝ) [IsProbabilityMeasure μ] (hμ : MemLp id 2 μ) :
    Tendsto (chargeVariance (eulerStep T C V h) μ) atTop (𝓝 (T * C / (1 - h / 2))) ∧
      T * C < T * C / (1 - h / 2) := by
  have hpos : 0 < 1 - h / 2 := by linarith
  constructor
  · refine relaxation_tendsto (sq_nonneg (1 - h)) (by nlinarith) (fun n => ?_)
    -- the stationary variance balances the injected noise 2hTC
    have key : T * C / (1 - h / 2) * (1 - h / 2) = T * C := div_mul_cancel₀ _ hpos.ne'
    rw [euler_recursion V hT.le hC.le hh.le μ hμ n]
    linear_combination (-2 * h) * key
  · rw [lt_div_iff₀ hpos]
    nlinarith [mul_pos (mul_pos hT hC) hh]
```

## Divergence for steps of two relaxation times or more

If h ≥ 2, then (1 − h)² ≥ 1. A variance is never negative, so

v_(n+1) ≥ v_n + 2hTC,

and by induction

v_n ≥ 2nhTC.

The right-hand side grows without bound, and v_n with it. The bound h < 2 in the convergence result is therefore sharp. In the proof, `bound` is the inequality for v_n, and `tendsto_atTop_mono` passes the divergence from the lower bound to the variance.

```lean
/-- With the Euler update and `h ≥ 2`, the charge variance grows without bound, for positive
`T` and `C` and every initial law with finite second moment. -/
theorem euler_variance_diverges {T C h : ℝ} (V : ℝ) (hT : 0 < T) (hC : 0 < C) (h2 : 2 ≤ h)
    (μ : Measure ℝ) [IsProbabilityMeasure μ] (hμ : MemLp id 2 μ) :
    Tendsto (chargeVariance (eulerStep T C V h) μ) atTop atTop := by
  have hh : 0 < h := by linarith
  have hpos : 0 < 2 * h * T * C := by positivity
  -- every step adds at least 2hTC
  have bound : ∀ n : ℕ, (n : ℝ) * (2 * h * T * C) ≤
      chargeVariance (eulerStep T C V h) μ n := by
    intro n
    induction n with
    | zero =>
      rw [Nat.cast_zero, zero_mul]
      exact variance_nonneg _ _
    | succ n ih =>
      have hv : 0 ≤ chargeVariance (eulerStep T C V h) μ n := variance_nonneg _ _
      have hr : 0 ≤ (1 - h) ^ 2 - 1 := by nlinarith
      rw [euler_recursion V hT.le hC.le hh.le μ hμ n]
      push_cast
      linarith [mul_nonneg hr hv]
  exact tendsto_atTop_mono bound (tendsto_natCast_atTop_atTop.atTop_mul_const hpos)

end

end Thermopotentiostat
```

```lean
#print axioms Thermopotentiostat.exact_variance_tendsto
#print axioms Thermopotentiostat.euler_variance_tendsto
#print axioms Thermopotentiostat.euler_variance_diverges
```

```
'Thermopotentiostat.exact_variance_tendsto' depends on axioms: [propext, Classical.choice, Quot.sound]
'Thermopotentiostat.euler_variance_tendsto' depends on axioms: [propext, Classical.choice, Quot.sound]
'Thermopotentiostat.euler_variance_diverges' depends on axioms: [propext, Classical.choice, Quot.sound]
```

## The implicit Euler update errs in the other direction

The same argument by hand, not carried out in the code above, covers the update that evaluates the restoring term at the end of the step:

q′ = q − h(q′ − CV) + √(2hTC) ξ.

Solving for q′ gives

q′ = (q + hCV + √(2hTC) ξ)/(1 + h),

so a = 1/(1 + h) and b² = 2hTC/(1 + h)². The variance then obeys

v_(n+1) = (v_n + 2hTC)/(1 + h)².

For every h > 0 the factor 1/(1 + h)² is below 1, and the limit L satisfies ((1 + h)² − 1)L = 2hTC, which gives

L = TC/(1 + h/2) < TC.

This update is stable for every positive step, but it underestimates the charge fluctuations.
